# Idempotency of the core-plus-valence density and core–valence orthogonality

## The model

A formal statement about orthonormal orbitals in a finite basis has to fix the inner product in which they are orthonormal. In an orthonormal basis it is the plain one, ⟨φ|ψ⟩ = φᴴψ. In the projector augmented-wave and ultrasoft schemes the pseudo-orbitals are normalised with an overlap operator, and in a non-orthogonal basis the coefficient vectors are normalised with the overlap matrix of the basis. In both cases

    ⟨φ|S|ψ⟩ = φᴴ S ψ

for some square matrix S. This sheet keeps S general and asks one thing of it, that it be Hermitian. S is not assumed positive or invertible, and its construction from projectors and augmentation charges is not modelled. Core and valence orbitals are both coefficient vectors in the same basis and the same metric; a projector augmented-wave or ultrasoft frozen core that is kept as atomic all-electron functions, and not as pseudo-orbitals, is outside the model. The orthonormal basis is the special case S = 1, treated in part (j).

A second choice follows from the first. The density is stored as the coefficient matrix ρ = C Cᴴ + V Vᴴ, with no factor S. The operator that acts on coefficient vectors is then ρS, the trace defect is tr(ρS − (ρS)(ρS)), and idempotency is written ρSρ = ρ.

In this finite model with unit occupations, the result quantifies what happens when frozen core orbitals and separately computed valence orbitals, each set orthonormal in itself, are added into one density: the sum is idempotent, as the density of a single determinant must be, exactly when the two sets are orthogonal, and the trace defect equals −2 times the total squared overlap.

```lean
import Mathlib

open Matrix

namespace FrozenCoreOrthogonality

noncomputable section

variable {n a b c v : Type*} [Fintype n]
```

The type `n` labels basis functions, `c` labels core orbitals and `v` valence orbitals; `a` and `b` are general orbital labels used in the lemmas. A set of orbitals is a rectangular complex matrix whose columns are the coefficient vectors, so C is n×c and V is n×v. The symbol ᴴ is the conjugate transpose. The basis is finite and of arbitrary size.

The overlap matrix of two sets has the entry ⟨A_i|S|B_j⟩ in row i and column j, conjugate-linear in the left orbital and linear in the right one.

```lean
/-- Overlap matrix `Aᴴ S B` of two sets of orbitals (columns of `A` and `B`) in the metric of
the overlap operator `S`. -/
def overlap (S : Matrix n n ℂ) (A : Matrix n a ℂ) (B : Matrix n b ℂ) : Matrix a b ℂ :=
  Aᴴ * S * B
```

The density gives each orbital the occupation 1. It describes spin orbitals, or one spin channel; fractional occupations and the factor 2 of a closed shell are not covered.

```lean
/-- One-particle density matrix `ρ = C Cᴴ + V Vᴴ` built from core orbitals `C` and valence
orbitals `V`. -/
def density [Fintype c] [Fintype v] (C : Matrix n c ℂ) (V : Matrix n v ℂ) : Matrix n n ℂ :=
  C * Cᴴ + V * Vᴴ
```

Throughout, O stands for the c×v core–valence overlap,

    O = Cᴴ S V,

written `overlap S C V` in Lean. The last definition subtracts from each valence orbital its components along the core, V' = V − C O.

```lean
/-- Valence orbitals with their core components removed: `V - C (Cᴴ S V)`. -/
def coreProject [Fintype c] (S : Matrix n n ℂ) (C : Matrix n c ℂ) (V : Matrix n v ℂ) :
    Matrix n v ℂ :=
  V - C * overlap S C V
```

## Part (a). The adjoint of an overlap matrix

**Task.** Show that for Hermitian S the adjoint of Aᴴ S B is Bᴴ S A.

**Solution.** The adjoint reverses a product, and taking it twice returns the matrix:

    (Aᴴ S B)ᴴ = Bᴴ Sᴴ (Aᴴ)ᴴ = Bᴴ S A.

In particular Oᴴ = Vᴴ S C. The hypothesis `S.IsHermitian` means Sᴴ = S, and `hS.eq` is that equation. The simplifier applies it together with `conjTranspose_mul` for the reversal and `conjTranspose_conjTranspose` for the double adjoint. This lemma is the one place where the later proofs use hermiticity.

```lean
/-- For a Hermitian overlap operator, the adjoint of `Aᴴ S B` is `Bᴴ S A`. -/
theorem overlap_conjTranspose {S : Matrix n n ℂ} (hS : S.IsHermitian) (A : Matrix n a ℂ)
    (B : Matrix n b ℂ) : (overlap S A B)ᴴ = overlap S B A := by
  simp only [overlap, conjTranspose_mul, conjTranspose_conjTranspose, hS.eq, Matrix.mul_assoc]
```

## Part (b). A product of two densities with S between them

**Task.** Express (A Aᴴ) S (B Bᴴ) through the overlap of A and B.

**Solution.** Regrouping the five factors gives

    (A Aᴴ) S (B Bᴴ) = A (Aᴴ S B) Bᴴ.

Only associativity is used, so nothing is required of S, A or B. Lean unfolds `overlap` and brackets both sides the same way with `Matrix.mul_assoc`.

```lean
/-- The product `(A Aᴴ) S (B Bᴴ)` equals `A (Aᴴ S B) Bᴴ`. -/
theorem sandwich [Fintype a] [Fintype b] (S : Matrix n n ℂ) (A : Matrix n a ℂ)
    (B : Matrix n b ℂ) : A * Aᴴ * S * (B * Bᴴ) = A * overlap S A B * Bᴴ := by
  simp only [overlap, Matrix.mul_assoc]
```

## Part (c). The trace of a cross term

**Task.** For an a×b matrix M, reduce the n×n trace tr(A M Bᴴ S) to a trace over orbital labels.

**Solution.** The rule tr(XY) = tr(YX) holds for rectangular X and Y whenever both products are square. With X = A and Y = M Bᴴ S,

    tr(A M Bᴴ S) = tr(A · (M Bᴴ S)) = tr((M Bᴴ S) · A) = tr(M · (Bᴴ S A)).

The trace on the left runs over basis functions and the one on the right over the labels `a`. The three lines of the `calc` block are these three equalities, with `trace_mul_comm` in the middle.

```lean
/-- Cyclicity of the trace: `tr(A M Bᴴ S) = tr(M (Bᴴ S A))`. -/
theorem trace_cross [Fintype a] [Fintype b] (S : Matrix n n ℂ) (A : Matrix n a ℂ)
    (M : Matrix a b ℂ) (B : Matrix n b ℂ) :
    trace (A * M * Bᴴ * S) = trace (M * overlap S B A) :=
  calc trace (A * M * Bᴴ * S) = trace (A * (M * (Bᴴ * S))) := by
        simp only [Matrix.mul_assoc]
    _ = trace (M * (Bᴴ * S) * A) := trace_mul_comm _ _
    _ = trace (M * overlap S B A) := by simp only [overlap, Matrix.mul_assoc]
```

## Part (d). The trace of Mᴴ M as a sum of squares

**Task.** Show that tr(Mᴴ M) is the sum of |M_ij|² over all entries.

**Solution.** Writing out the diagonal of the product,

    tr(Mᴴ M) = Σ_j (Mᴴ M)_jj = Σ_j Σ_i conj(M_ij) M_ij = Σ_i Σ_j |M_ij|².

The trace of a complex matrix is a complex number, so the statement forms the double sum of `‖M i j‖ ^ 2` in ℝ and then regards it as an element of ℂ. It thereby also says that the trace is real. In the proof `Finset.sum_comm` exchanges the two sums, and `Complex.conj_mul'` supplies conj(z) z = |z|² for each entry.

```lean
/-- `tr(Mᴴ M)` is the sum of the squared moduli of the entries of `M`. -/
theorem trace_conjTranspose_mul_eq_sum [Fintype a] [Fintype b] (M : Matrix a b ℂ) :
    trace (Mᴴ * M) = ((∑ i, ∑ j, ‖M i j‖ ^ 2 : ℝ) : ℂ) := by
  simp only [Matrix.trace, Matrix.diag_apply, Matrix.mul_apply, Matrix.conjTranspose_apply]
  rw [Finset.sum_comm]
  push_cast
  refine Finset.sum_congr rfl fun i _ => Finset.sum_congr rfl fun j _ => ?_
  exact Complex.conj_mul' _
```

## Part (e). When that trace vanishes

**Task.** Show that tr(Mᴴ M) = 0 if and only if M = 0.

**Solution.** Suppose the trace is zero. By part (d) the real double sum is zero. Every term is non-negative, so for fixed i and j a term is at most its row sum and the row sum is at most the total:

    0 ≤ |M_ij|² ≤ Σ_l |M_il|² ≤ Σ_k Σ_l |M_kl|² = 0.

Hence |M_ij|² = 0, so |M_ij| = 0 and M_ij = 0. Conversely, M = 0 makes the product and its trace zero.

In Lean `h2` carries the vanishing from ℂ back to ℝ, `hle` is the chain of two inequalities, each an instance of `Finset.single_le_sum`, and `h3` closes the squeeze with `le_antisymm`.

```lean
/-- `tr(Mᴴ M)` vanishes exactly when `M` vanishes. -/
theorem trace_conjTranspose_mul_eq_zero_iff [Fintype a] [Fintype b] (M : Matrix a b ℂ) :
    trace (Mᴴ * M) = 0 ↔ M = 0 := by
  constructor
  · intro h
    rw [trace_conjTranspose_mul_eq_sum] at h
    have h2 : (∑ i, ∑ j, ‖M i j‖ ^ 2 : ℝ) = 0 := Complex.ofReal_eq_zero.mp h
    ext i j
    -- each squared modulus is bounded by the whole sum, which is zero
    have hle : ‖M i j‖ ^ 2 ≤ ∑ i, ∑ j, ‖M i j‖ ^ 2 :=
      calc ‖M i j‖ ^ 2 ≤ ∑ j, ‖M i j‖ ^ 2 :=
            Finset.single_le_sum (f := fun j => ‖M i j‖ ^ 2) (fun j _ => sq_nonneg _)
              (Finset.mem_univ j)
        _ ≤ ∑ i, ∑ j, ‖M i j‖ ^ 2 :=
            Finset.single_le_sum (f := fun i => ∑ j, ‖M i j‖ ^ 2)
              (fun i _ => Finset.sum_nonneg fun j _ => sq_nonneg _) (Finset.mem_univ i)
    have h3 : ‖M i j‖ ^ 2 = 0 := le_antisymm (hle.trans h2.le) (sq_nonneg _)
    exact norm_eq_zero.mp ((pow_eq_zero_iff two_ne_zero).mp h3)
  · intro h
    rw [h]
    simp
```

## Part (f). The product ρSρ

From here on S, C and V are fixed and three hypotheses recur. `hS` says that S is Hermitian. `hC : overlap S C C = 1` says that the core orbitals are orthonormal among themselves, Cᴴ S C = 1 with the c×c unit matrix. `hV : overlap S V V = 1` says the same of the valence orbitals. All three are assumed, not derived from a Hamiltonian, and nothing is assumed about O.

**Task.** Compute ρSρ.

**Solution.** Expanding both factors gives four terms, and part (b) applies to each:

    ρSρ = (C Cᴴ + V Vᴴ) S (C Cᴴ + V Vᴴ)

    = C (Cᴴ S C) Cᴴ + C (Cᴴ S V) Vᴴ + V (Vᴴ S C) Cᴴ + V (Vᴴ S V) Vᴴ.

The first term is C Cᴴ by `hC` and the last is V Vᴴ by `hV`; together they are ρ. The second contains O, and the third contains Vᴴ S C = Oᴴ by part (a). Therefore

    ρSρ = ρ + C O Vᴴ + V Oᴴ Cᴴ.

The Lean proof first replaces Oᴴ in the goal by `overlap S V C`. One `simp only` call then distributes the products, applies `sandwich` and inserts `hC` and `hV`, and `abel` matches the order of the four summands.

```lean
section Main

variable [Fintype c] [Fintype v] [DecidableEq c] [DecidableEq v]
variable {S : Matrix n n ℂ} {C : Matrix n c ℂ} {V : Matrix n v ℂ}

/-- For `S`-orthonormal core and `S`-orthonormal valence orbitals with mutual overlap
`O = Cᴴ S V`, one has `ρ S ρ = ρ + C O Vᴴ + V Oᴴ Cᴴ`. -/
theorem density_mul_density (hS : S.IsHermitian) (hC : overlap S C C = 1)
    (hV : overlap S V V = 1) :
    density C V * S * density C V =
      density C V + (C * overlap S C V * Vᴴ + V * (overlap S C V)ᴴ * Cᴴ) := by
  rw [overlap_conjTranspose hS]
  -- four terms: core-core and valence-valence reproduce ρ, the cross terms remain
  simp only [density, Matrix.add_mul, Matrix.mul_add, sandwich, hC, hV, Matrix.mul_one]
  abel
```

## Part (g). The trace defect

**Task.** Show that tr(ρS − (ρS)(ρS)) = −2 tr(Oᴴ O).

**Solution.** Since (ρS)(ρS) = (ρSρ)S, part (f) gives

    (ρS)(ρS) = ρS + C O Vᴴ S + V Oᴴ Cᴴ S,

    tr(ρS − (ρS)(ρS)) = −tr(C O Vᴴ S) − tr(V Oᴴ Cᴴ S).

Part (c) with A = C, M = O, B = V, followed by part (a) and one more cyclic exchange, gives

    tr(C O Vᴴ S) = tr(O · Vᴴ S C) = tr(O Oᴴ) = tr(Oᴴ O).

Part (c) with A = V, M = Oᴴ, B = C gives

    tr(V Oᴴ Cᴴ S) = tr(Oᴴ · Cᴴ S V) = tr(Oᴴ O).

The two contributions are equal and their sum with the sign is −2 tr(Oᴴ O).

The statement is an equation between complex numbers; on the left the trace is over the basis and on the right over valence labels. In the proof `e` is the rebracketing (ρS)(ρS) = (ρSρ)S. The `simp only` line splits the trace over sums and differences and applies `trace_cross` to both cross terms. The next rewrite turns `overlap S V C` back into Oᴴ and exchanges O Oᴴ for Oᴴ O under the trace, after which `ring` cancels tr(ρS) and collects the factor 2.

```lean
/-- Idempotency defect in the metric `S`: `tr(ρS - (ρS)(ρS)) = -2 tr(Oᴴ O)` with
`O = Cᴴ S V`. -/
theorem trace_defect (hS : S.IsHermitian) (hC : overlap S C C = 1) (hV : overlap S V V = 1) :
    trace (density C V * S - density C V * S * (density C V * S)) =
      -2 * trace ((overlap S C V)ᴴ * overlap S C V) := by
  have e : density C V * S * (density C V * S) = density C V * S * density C V * S :=
    (Matrix.mul_assoc _ _ _).symm
  rw [e, density_mul_density hS hC hV]
  simp only [Matrix.add_mul, trace_sub, trace_add, trace_cross]
  -- both cross terms have trace tr(Oᴴ O)
  rw [← overlap_conjTranspose hS C V, trace_mul_comm (overlap S C V) (overlap S C V)ᴴ]
  ring
```

## Part (h). The defect as a sum over orbital pairs

**Task.** Write the defect in terms of the individual overlaps O_ij = ⟨core_i|S|valence_j⟩.

**Solution.** Part (d) with M = O inserted in part (g) gives

    tr(ρS − (ρS)(ρS)) = −2 Σ_i Σ_j |O_ij|².

The right side is −2 times a real sum of squares, so the defect can be read off as real and never positive, even for an indefinite S. The proof consists of the two rewrites.

```lean
/-- The idempotency defect `tr(ρS - (ρS)(ρS))` is `-2` times the sum of the squared moduli of
all core-valence overlaps. -/
theorem trace_defect_eq_sum (hS : S.IsHermitian) (hC : overlap S C C = 1)
    (hV : overlap S V V = 1) :
    trace (density C V * S - density C V * S * (density C V * S)) =
      -2 * ((∑ i, ∑ j, ‖overlap S C V i j‖ ^ 2 : ℝ) : ℂ) := by
  rw [trace_defect hS hC hV, trace_conjTranspose_mul_eq_sum]
```

## Part (i). Idempotency and orthogonality

**Task.** Show that ρSρ = ρ if and only if O = 0.

**Solution.** Suppose ρSρ = ρ. Then

    (ρS)(ρS) = (ρSρ)S = ρS,

so the matrix under the trace in part (g) is zero and

    0 = −2 tr(Oᴴ O).

Dividing by −2 gives tr(Oᴴ O) = 0, and part (e) gives O = 0. Conversely, if O = 0 then Oᴴ = 0, both cross terms in part (f) vanish, and ρSρ = ρ.

The left side of the equivalence is the equation of n×n matrices `density C V * S * density C V = density C V`; the right side says that every core orbital is S-orthogonal to every valence orbital. In the forward direction `h1` is part (g), `e` is the first displayed line, and `linear_combination (1 / 2 : ℂ) * h1` performs the division. The backward direction rewrites with part (f) and lets `simp` remove the zero terms.

Two examples with two basis functions show what the hypotheses carry. Without normalisation, take S = 1, C = (2, 0)ᵀ, V = (0, 1)ᵀ. Then O = 0, but ρ = diag(4, 1) and ρ² = diag(16, 1) differ. Without hermiticity, take S with rows (1, 0) and (1, 1), C = (1, 0)ᵀ, V = (0, 1)ᵀ. Both orbitals have Cᴴ S C = Vᴴ S V = 1 and O = S₁₂ = 0, while ρ = 1 and ρSρ = S ≠ ρ.

```lean
/-- The density matrix satisfies `ρ S ρ = ρ` if and only if core and valence orbitals are
`S`-orthogonal, `Cᴴ S V = 0`. -/
theorem idempotent_iff_orthogonal (hS : S.IsHermitian) (hC : overlap S C C = 1)
    (hV : overlap S V V = 1) :
    density C V * S * density C V = density C V ↔ overlap S C V = 0 := by
  constructor
  · intro h
    -- idempotency makes the trace defect vanish
    have h1 := trace_defect hS hC hV
    have e : density C V * S * (density C V * S) = density C V * S := by
      rw [← Matrix.mul_assoc, h]
    rw [e, sub_self, Matrix.trace_zero] at h1
    apply (trace_conjTranspose_mul_eq_zero_iff _).mp
    linear_combination (1 / 2 : ℂ) * h1
  · intro h
    rw [density_mul_density hS hC hV, h]
    simp
```

## Part (j). The orthonormal basis

**Task.** With Cᴴ C = 1 and Vᴴ V = 1, show that

    tr(ρ − ρ²) = −2 tr((Cᴴ V)ᴴ (Cᴴ V)),

and that ρ² = ρ if and only if Cᴴ V = 0.

**Solution.** Put S = 1. The unit matrix is Hermitian, Aᴴ · 1 · B = Aᴴ B, ρ · 1 = ρ, and ρ · 1 · ρ = ρ². The hypotheses of parts (g) and (i) become the two given ones, and their conclusions become the two claims.

The theorem states both claims as one conjunction, written without `overlap`, and `density C V ^ 2` is the matrix square. In the proof `hC'` and `hV'` restate the hypotheses for the unit metric, `h1` and `h2` are parts (g) and (i) at S = 1, and the factors of the unit matrix are then removed from them.

One consequence, which the file does not establish, gives the sign its meaning. For S = 1 the matrix ρ is positive semidefinite with eigenvalues n_k ≥ 0, and tr(ρ − ρ²) = Σ_k n_k(1 − n_k). A negative value needs some n_k > 1, so a non-zero overlap gives some natural spin orbital an occupation above one, which the Pauli principle forbids.

```lean
/-- Orthonormal basis (`S = 1`): with `Cᴴ C = 1` and `Vᴴ V = 1`,
`tr(ρ - ρ²) = -2 tr((Cᴴ V)ᴴ (Cᴴ V))`, and `ρ² = ρ` if and only if `Cᴴ V = 0`. -/
theorem frozen_core_orthonormal_basis [DecidableEq n] (hC : Cᴴ * C = 1) (hV : Vᴴ * V = 1) :
    trace (density C V - density C V ^ 2) = -2 * trace ((Cᴴ * V)ᴴ * (Cᴴ * V)) ∧
      (density C V ^ 2 = density C V ↔ Cᴴ * V = 0) := by
  have hC' : overlap (1 : Matrix n n ℂ) C C = 1 := by
    simp only [overlap, Matrix.mul_one, hC]
  have hV' : overlap (1 : Matrix n n ℂ) V V = 1 := by
    simp only [overlap, Matrix.mul_one, hV]
  have h1 := trace_defect Matrix.isHermitian_one hC' hV'
  have h2 := idempotent_iff_orthogonal Matrix.isHermitian_one hC' hV'
  simp only [overlap, Matrix.mul_one] at h1 h2
  rw [pow_two]
  exact ⟨h1, h2⟩
```

## Part (k). Projecting out the core

**Task.** For V' = V − C O, show that Cᴴ S V' = 0 and V'ᴴ S V' = 1 − Oᴴ O.

**Solution.** For the first claim,

    Cᴴ S V' = Cᴴ S V − (Cᴴ S C) O = O − O = 0.

For the second, the adjoint of V − C M is Vᴴ − Mᴴ Cᴴ, so for any c×v matrix M and any n×v matrix W

    (V − C M)ᴴ S W = Vᴴ S W − Mᴴ (Cᴴ S W).

With M = O and W = V' the last bracket is zero by the first claim, which leaves

    V'ᴴ S V' = Vᴴ S V' = Vᴴ S V − (Vᴴ S C) O = 1 − Oᴴ O,

by `hV` and part (a).

In Lean `e0` and `h0` give the first claim, `e1` is the general identity in M and W, `e3` is its instance, and `e2` is the expansion of Vᴴ S V'. The final rewrite chains them in the order of the derivation.

The projected orbitals are orthogonal to the core, but their overlap matrix is the unit matrix only when Oᴴ O = 0. Unless O = 0, part (i) therefore applies to the pair C, V' only after a new orthonormalisation of V'. The theorem says nothing on that step or on whether 1 − Oᴴ O is invertible; for S = 1 and V = C it is zero.

```lean
omit [Fintype v] in
/-- After the core components are projected out, the valence orbitals are `S`-orthogonal to
the core and their overlap matrix is `1 - Oᴴ O` with `O = Cᴴ S V`. -/
theorem coreProject_overlap (hS : S.IsHermitian) (hC : overlap S C C = 1)
    (hV : overlap S V V = 1) :
    overlap S C (coreProject S C V) = 0 ∧
      overlap S (coreProject S C V) (coreProject S C V) =
        1 - (overlap S C V)ᴴ * overlap S C V := by
  have e0 : overlap S C (coreProject S C V) =
      overlap S C V - overlap S C C * overlap S C V := by
    simp only [coreProject, overlap, Matrix.mul_sub, Matrix.mul_assoc]
  have h0 : overlap S C (coreProject S C V) = 0 := by
    rw [e0, hC, Matrix.one_mul, sub_self]
  -- conjugate linearity in the left orbitals
  have e1 : ∀ (M : Matrix c v ℂ) (W : Matrix n v ℂ),
      overlap S (V - C * M) W = overlap S V W - Mᴴ * overlap S C W := by
    intro M W
    simp only [overlap, conjTranspose_sub, conjTranspose_mul, Matrix.sub_mul, Matrix.mul_assoc]
  have e2 : overlap S V (coreProject S C V) =
      overlap S V V - overlap S V C * overlap S C V := by
    simp only [coreProject, overlap, Matrix.mul_sub, Matrix.mul_assoc]
  have e3 : overlap S (coreProject S C V) (coreProject S C V) =
      overlap S V (coreProject S C V) - (overlap S C V)ᴴ * overlap S C (coreProject S C V) :=
    e1 (overlap S C V) (coreProject S C V)
  refine ⟨h0, ?_⟩
  rw [e3, h0, Matrix.mul_zero, sub_zero, e2, hV, overlap_conjTranspose hS]

end Main
```

## Part (l). A two-function example

**Task.** Take two basis functions with mutual overlap 3/5, so that S has rows (1, 3/5) and (3/5, 1).

```lean
/-- Overlap operator of two basis functions with mutual overlap `3/5`. -/
def witS : Matrix (Fin 2) (Fin 2) ℂ := !![1, 3 / 5; 3 / 5, 1]
```

The core orbital is C = (1, 0)ᵀ.

```lean
/-- A core orbital equal to the first basis function. -/
def witC : Matrix (Fin 2) (Fin 1) ℂ := !![1; 0]
```

One valence orbital is V = (0, 1)ᵀ.

```lean
/-- A valence orbital equal to the second basis function. -/
def witV : Matrix (Fin 2) (Fin 1) ℂ := !![0; 1]
```

A second is W = (−3/4, 5/4)ᵀ.

```lean
/-- A valence orbital with coefficients `(-3/4, 5/4)`. -/
def witW : Matrix (Fin 2) (Fin 1) ℂ := !![-3 / 4; 5 / 4]
```

Show that S is Hermitian, that C, V and W are normalised in its metric, and that V overlaps the core while W does not.

**Solution.** S is real and symmetric, hence Hermitian. For the unit vectors the overlaps are entries of S:

    Cᴴ S C = S₁₁ = 1,   Vᴴ S V = S₂₂ = 1,   Cᴴ S V = S₁₂ = 3/5.

For W,

    S W = (−3/4 + (3/5)(5/4), (3/5)(−3/4) + 5/4)ᵀ = (0, 4/5)ᵀ,

    Cᴴ S W = 0,   Wᴴ S W = (−3/4)·0 + (5/4)(4/5) = 1.

Each overlap is a 1×1 matrix, which is why the value 3/5 appears as `!![3 / 5]`. The example shows that, for one non-diagonal S, the assumptions of parts (f) to (i) are met both by a pair with O ≠ 0 and by a pair with O = 0, so the two sides of the equivalence in part (i) fail together for the first pair and hold together for the second. The orbitals C and V have plain dot product zero and are still not orthogonal in the metric, while for C and W the reverse holds.

A check by hand, beyond what the theorem records, ties the numbers to the earlier parts. For C and V one has ρ = 1 and ρS = S, with tr S = 2 and tr S² = 68/25, so the defect is −18/25 = −2(3/5)². Projection gives V' = (−3/5, 1)ᵀ with squared norm 1 − 9/25 = 16/25, and multiplying V' by 5/4 yields W.

The Lean proof goes through the entries with `fin_cases`, expands each product into its two-term sums, and settles the remaining rational arithmetic with `norm_num`.

```lean
/-- The operator `witS` is Hermitian and `witC`, `witV`, `witW` are normalised in its metric;
`witV` has overlap `3/5` with the core orbital and `witW` has overlap zero. -/
theorem frozen_core_witness :
    witS.IsHermitian ∧ overlap witS witC witC = 1 ∧ overlap witS witV witV = 1 ∧
      overlap witS witW witW = 1 ∧ overlap witS witC witV = !![3 / 5] ∧
      overlap witS witC witW = 0 := by
  have hS : witSᴴ = witS := by
    ext i j
    fin_cases i <;> fin_cases j <;> simp [witS, Matrix.conjTranspose_apply]
  refine ⟨hS, ?_, ?_, ?_, ?_, ?_⟩ <;> ext i j <;> fin_cases i <;> fin_cases j <;>
    simp [overlap, witS, witC, witV, witW, Matrix.mul_apply, Fin.sum_univ_succ,
      Matrix.conjTranspose_apply, map_ofNat] <;> norm_num

end

end FrozenCoreOrthogonality
```

```lean
#print axioms FrozenCoreOrthogonality.trace_defect_eq_sum
#print axioms FrozenCoreOrthogonality.idempotent_iff_orthogonal
#print axioms FrozenCoreOrthogonality.frozen_core_orthonormal_basis
#print axioms FrozenCoreOrthogonality.coreProject_overlap
```

```
'FrozenCoreOrthogonality.trace_defect_eq_sum' depends on axioms: [propext, Classical.choice, Quot.sound]
'FrozenCoreOrthogonality.idempotent_iff_orthogonal' depends on axioms: [propext, Classical.choice, Quot.sound]
'FrozenCoreOrthogonality.frozen_core_orthonormal_basis' depends on axioms: [propext, Classical.choice, Quot.sound]
'FrozenCoreOrthogonality.coreProject_overlap' depends on axioms: [propext, Classical.choice, Quot.sound]
```
